# Richardson extrapolation from P and 2P beads removes the second-order error in a harmonic ring polymer's effective frequency

**Q:** Before I judge any theorem, which system is this, and in which variables?

**A:** A quantum harmonic oscillator of frequency $\omega$ at inverse temperature $\beta$, with its path integral cut into $P$ imaginary-time slices. We want to know how fast the discretisation error dies out. The reduced variable is $x=\beta\hbar\omega/2$, so the exact partition function is $1/(2\sinh x)$.

```lean
import Mathlib

open Finset Filter Topology

namespace RingPolymerRichardson

noncomputable section
```

The $P$ beads form a closed chain of springs in the harmonic potential. In units of the spring constant, normal mode $k=0,\dots,P-1$ has stiffness
$$\lambda_k=4\sin^2(\pi k/P)+(2x/P)^2 .$$

```lean
/-- Dimensionless stiffness of the `k`-th normal mode of a harmonic ring polymer with `P > 0`
beads, where `x` is half the reduced frequency, `x = βħω/2`. -/
def modeStiffness (x : ℝ) (P k : ℕ) : ℝ :=
  4 * Real.sin (Real.pi * k / P) ^ 2 + (2 * x / P) ^ 2
```

The partition function is the inverse square root of the product of these stiffnesses.

```lean
/-- Partition function of the ring polymer with `P > 0` beads and `x ≠ 0`: the inverse square
root of the product of all normal-mode stiffnesses. -/
def beadPartition (x : ℝ) (P : ℕ) : ℝ :=
  1 / √(∏ k ∈ range P, modeStiffness x P k)
```

**Q:** So the partition function is defined, not computed from an integral over bead positions?

**A:** Yes, and two steps before it are not proved here. Diagonalising the closed chain by a discrete Fourier transform gives the stiffnesses $\lambda_k$. With the usual free-particle prefactor, the Gaussian integral over each mode then gives $\lambda_k^{-1/2}$. Lean starts from the product.

Two more definitions complete the vocabulary. `effectiveX` is $y_P=P\,\mathrm{arsinh}(x/P)$, a name chosen here for the value of $x$, half the reduced frequency, that the $P$-bead oscillator appears to have. `richardson` is $R_P=(4y_{2P}-y_P)/3$.

```lean
/-- The effective variable `y_P = P arsinh(x/P)` of the oscillator with `P > 0` beads. -/
def effectiveX (x : ℝ) (P : ℕ) : ℝ := P * Real.arsinh (x / P)

/-- Richardson extrapolation of the effective variable from `P` and `2P` beads, for `P > 0`. -/
def richardson (x : ℝ) (P : ℕ) : ℝ := (4 * effectiveX x (2 * P) - effectiveX x P) / 3
```

**Q:** That arsinh looks chosen to make the answer come out. Where are the beads in it?

**A:** They produce it. Put $a=\mathrm{arsinh}(x/P)$, so $2x/P=e^a-e^{-a}$, and let $\zeta=e^{2\pi i/P}$. Then
$$|e^a-\zeta^k e^{-a}|^2=(e^a-e^{-a})^2+2-2\cos(2\pi k/P)=\lambda_k .$$
The factors multiply to a difference of powers:
$$\prod_{k=0}^{P-1}(e^a-\zeta^k e^{-a})=e^{Pa}-e^{-Pa}=2\sinh y_P .$$
Hence $\prod_k\lambda_k=(2\sinh y_P)^2$. In the proof, `hk` is the first identity, `hprod` the factorisation over roots of unity, and `hsinh` the last equality.

```lean
/-- For at least one bead, the product of the normal-mode stiffnesses is `(2 sinh y_P)²`. -/
theorem prod_modeStiffness (x : ℝ) {P : ℕ} (hP : 0 < P) :
    ∏ k ∈ range P, modeStiffness x P k = (2 * Real.sinh (effectiveX x P)) ^ 2 := by
  have : NeZero P := ⟨hP.ne'⟩
  have hζ := Complex.isPrimitiveRoot_exp P hP.ne'
  set ζ : ℂ := Complex.exp (2 * Real.pi * Complex.I / P) with hζdef
  obtain ⟨a, ha⟩ : ∃ a : ℝ, a = Real.arsinh (x / P) := ⟨_, rfl⟩
  have hx : 2 * x / P = Real.exp a - Real.exp (-a) := by
    have h := Real.sinh_arsinh (x / P)
    rw [← ha, Real.sinh_eq] at h
    rw [mul_div_assoc]
    linarith
  have hn : ∀ E c s F : ℝ, Complex.normSq ((E : ℂ) - ((c : ℂ) + (s : ℂ) * Complex.I) * (F : ℂ))
      = (E - c * F) ^ 2 + (s * F) ^ 2 := by
    intro E c s F
    simp [Complex.normSq_apply]
    ring
  -- each stiffness is the squared modulus of one factor of a difference of powers
  have hk : ∀ k ∈ range P, modeStiffness x P k =
      Complex.normSq ((Real.exp a : ℂ) - ζ ^ k * (Real.exp (-a) : ℂ)) := by
    intro k _
    obtain ⟨φ, hφ⟩ : ∃ φ : ℝ, φ = Real.pi * k / P := ⟨_, rfl⟩
    have hz : ζ ^ k = (Real.cos (2 * φ) : ℂ) + (Real.sin (2 * φ) : ℂ) * Complex.I := by
      rw [hζdef, ← Complex.exp_nat_mul, Complex.ofReal_cos, Complex.ofReal_sin,
        ← Complex.exp_mul_I, hφ]
      congr 1
      push_cast
      ring
    have hEF : Real.exp a * Real.exp (-a) = 1 := by
      rw [← Real.exp_add, add_neg_cancel, Real.exp_zero]
    have h3 : Real.cos (2 * φ) = 1 - 2 * Real.sin φ ^ 2 := by
      rw [Real.cos_two_mul]
      linarith [Real.sin_sq_add_cos_sq φ]
    rw [hz, hn, modeStiffness, hx, ← hφ]
    linear_combination (2 * Real.cos (2 * φ) - 2) * hEF + 2 * h3
      - Real.exp (-a) ^ 2 * Real.sin_sq_add_cos_sq (2 * φ)
  have hprod : ∏ k ∈ range P, ((Real.exp a : ℂ) - ζ ^ k * (Real.exp (-a) : ℂ))
      = (Real.exp a : ℂ) ^ P - (Real.exp (-a) : ℂ) ^ P := by
    rw [hζ.pow_sub_pow_eq_prod_sub_mul _ _ hP]
    refine Finset.prod_bij (fun k _ => ζ ^ k) ?_ ?_ ?_ ?_
    · intro k _
      rw [Polynomial.mem_nthRootsFinset hP, ← pow_mul, mul_comm, pow_mul, hζ.pow_eq_one, one_pow]
    · intro i hi j hj h
      exact hζ.pow_inj (mem_range.1 hi) (mem_range.1 hj) h
    · intro b hb
      rw [Polynomial.mem_nthRootsFinset hP] at hb
      obtain ⟨i, hi, h⟩ := hζ.eq_pow_of_pow_eq_one hb
      exact ⟨i, mem_range.2 hi, h⟩
    · intro k _
      rfl
  have hsinh : (Real.exp a : ℂ) ^ P - (Real.exp (-a) : ℂ) ^ P
      = ((2 * Real.sinh (P * a) : ℝ) : ℂ) := by
    rw [Real.sinh_eq, show -((P : ℝ) * a) = P * (-a) by ring, Real.exp_nat_mul,
      Real.exp_nat_mul]
    push_cast
    ring
  rw [Finset.prod_congr rfl hk, ← map_prod, hprod, hsinh, Complex.normSq_ofReal, effectiveX, ← ha]
  ring
```

For $x>0$ the square root is $2\sinh y_P$ itself, so $Z_P=1/(2\sinh y_P)$: the exact formula with $x$ replaced by $y_P$. One bead gives the classical $1/(2x)$.

```lean
/-- For `x > 0` and at least one bead, the ring-polymer partition function is
`1/(2 sinh y_P)`. -/
theorem beadPartition_eq {x : ℝ} (hx : 0 < x) {P : ℕ} (hP : 0 < P) :
    beadPartition x P = 1 / (2 * Real.sinh (effectiveX x P)) := by
  have hy : 0 ≤ effectiveX x P :=
    mul_nonneg (Nat.cast_nonneg P) (Real.arsinh_nonneg_iff.2 (by positivity))
  have hs := Real.sinh_nonneg_iff.2 hy
  rw [beadPartition, prod_modeStiffness x hP, Real.sqrt_sq (by linarith)]
```

**Q:** Fine. Now you will expand arsinh in a Taylor series and wave away the remainder.

**A:** The remainder is bounded for every real $u$. The derivative of arsinh is $1/\sqrt{1+u^2}$, and with $t=u^2$ the claim is
$$1-\tfrac t2+\tfrac{3t^2}8-\tfrac{5t^3}{16}\;\le\;\frac1{\sqrt{1+t}}\;\le\;1-\tfrac t2+\tfrac{3t^2}8 .$$
Call the outer polynomials $p$ and $q$. Squaring gives
$$(1+t)q^2=1+t^3\left(\tfrac58-\tfrac{15t}{64}+\tfrac{9t^2}{64}\right)\ge1,$$
and $q>0$, which proves the upper bound. If $p\le0$, the lower bound is immediate. If $p>0$, then $t<8/5$, and
$$(1+t)p^2=1-t^4\left(\tfrac{35}{64}-\tfrac{14t}{64}+\tfrac{35t^2}{256}-\tfrac{25t^3}{256}\right)\le1,$$
since the bracket is nonnegative there. Lean argues both halves by contradiction, with `nlinarith` checking the polynomial signs.

```lean
/-- Two consecutive Taylor polynomials enclose `1/√(1+u²)` for every real `u`. -/
theorem inv_sqrt_bounds (u : ℝ) :
    1 - u ^ 2 / 2 + 3 * u ^ 4 / 8 - 5 * u ^ 6 / 16 ≤ (√(1 + u ^ 2))⁻¹ ∧
      (√(1 + u ^ 2))⁻¹ ≤ 1 - u ^ 2 / 2 + 3 * u ^ 4 / 8 := by
  obtain ⟨t, ht⟩ : ∃ t : ℝ, t = u ^ 2 := ⟨_, rfl⟩
  have t0 : 0 ≤ t := by rw [ht]; positivity
  have e4 : u ^ 4 = t ^ 2 := by rw [ht]; ring
  have e6 : u ^ 6 = t ^ 3 := by rw [ht]; ring
  rw [e4, e6, ← ht]
  have hs : 0 < √(1 + t) := Real.sqrt_pos.mpr (by linarith)
  have hs2 : √(1 + t) ^ 2 = 1 + t := Real.sq_sqrt (by linarith)
  generalize √(1 + t) = s at hs hs2 ⊢
  rw [inv_eq_one_div, le_div_iff₀ hs, div_le_iff₀ hs]
  constructor
  · by_contra! h
    obtain ⟨p, hp⟩ : ∃ p : ℝ, p = 1 - t / 2 + 3 * t ^ 2 / 8 - 5 * t ^ 3 / 16 := ⟨_, rfl⟩
    rw [← hp] at h
    have p0 : 0 < p := by
      by_contra! hn
      nlinarith [mul_nonneg (neg_nonneg.2 hn) hs.le]
    -- a positive lower polynomial forces `t` to be small
    have t1 : t < 8 / 5 := by
      by_contra! hn
      nlinarith [mul_nonneg (sq_nonneg t) (sub_nonneg.2 hn), mul_nonneg t0 (sub_nonneg.2 hn)]
    have hb : 0 ≤ 35 / 64 - 14 / 64 * t + 35 / 256 * t ^ 2 - 25 / 256 * t ^ 3 := by
      nlinarith [mul_nonneg (sq_nonneg t) (sub_nonneg.2 t1.le),
        mul_nonneg t0 (sub_nonneg.2 t1.le)]
    have e : (p * s) ^ 2 = 1 - t ^ 4 *
        (35 / 64 - 14 / 64 * t + 35 / 256 * t ^ 2 - 25 / 256 * t ^ 3) := by
      rw [mul_pow, hs2, hp]; ring
    nlinarith [mul_nonneg (pow_nonneg t0 4) hb]
  · by_contra! h
    obtain ⟨q, hq⟩ : ∃ q : ℝ, q = 1 - t / 2 + 3 * t ^ 2 / 8 := ⟨_, rfl⟩
    rw [← hq] at h
    have q0 : 0 < q := by rw [hq]; nlinarith [sq_nonneg (t - 2 / 3)]
    have hb : 0 ≤ 5 / 8 - 15 / 64 * t + 9 / 64 * t ^ 2 := by nlinarith [sq_nonneg (t - 1)]
    have e : (q * s) ^ 2 = 1 + t ^ 3 * (5 / 8 - 15 / 64 * t + 9 / 64 * t ^ 2) := by
      rw [mul_pow, hs2, hq]; ring
    nlinarith [mul_nonneg (pow_nonneg t0 3) hb, mul_pos q0 hs]
```

Integrating from $0$ to $u\ge0$, and using oddness for $u<0$, gives
$$\left|\mathrm{arsinh}\,u-\left(u-\tfrac{u^3}6+\tfrac{3u^5}{40}\right)\right|\le\tfrac{5|u|^7}{112}.$$

**Q:** Does Lean really integrate?

**A:** No, and the device it uses deserves a closer look. `monotone_of_deriv_nonneg` says that a differentiable real function with nonnegative derivative everywhere is monotone. The proof applies it to two functions: the quintic minus arsinh, and the negative of that difference plus $5v^7/112$. Their derivatives are nonnegative by the two bounds above. Both functions vanish at $0$, so monotonicity makes them nonnegative for $w\ge0$. The first gives $\mathrm{arsinh}\,w\le w-\tfrac{w^3}6+\tfrac{3w^5}{40}$, which is stronger than the upper side of the estimate, and the second is the lower side. No integral or Taylor remainder formula is needed.

```lean
/-- The fifth-order expansion of `arsinh u` has an error of at most `5|u|⁷/112`. -/
theorem arsinh_expansion (u : ℝ) :
    |Real.arsinh u - (u - u ^ 3 / 6 + 3 * u ^ 5 / 40)| ≤ 5 * |u| ^ 7 / 112 := by
  have hd : ∀ v : ℝ, HasDerivAt (fun v : ℝ => v - v ^ 3 / 6 + 3 * v ^ 5 / 40 - Real.arsinh v)
      (1 - v ^ 2 / 2 + 3 * v ^ 4 / 8 - (√(1 + v ^ 2))⁻¹) v := by
    intro v
    have h := (((hasDerivAt_id' v).fun_sub ((hasDerivAt_pow 3 v).div_const 6)).fun_add
      (((hasDerivAt_pow 5 v).const_mul 3).div_const 40)).fun_sub (Real.hasDerivAt_arsinh v)
    exact h.congr_deriv (by push_cast; ring)
  have hd' : ∀ v : ℝ, HasDerivAt
      (fun v : ℝ => -(v - v ^ 3 / 6 + 3 * v ^ 5 / 40 - Real.arsinh v) + 5 * v ^ 7 / 112)
      (-(1 - v ^ 2 / 2 + 3 * v ^ 4 / 8 - (√(1 + v ^ 2))⁻¹) + 5 * v ^ 6 / 16) v := by
    intro v
    have h := (hd v).fun_neg.fun_add (((hasDerivAt_pow 7 v).const_mul 5).div_const 112)
    exact h.congr_deriv (by push_cast; ring)
  -- both remainders are monotone and vanish at the origin
  have m : Monotone (fun v : ℝ => v - v ^ 3 / 6 + 3 * v ^ 5 / 40 - Real.arsinh v) :=
    monotone_of_deriv_nonneg (fun v => (hd v).differentiableAt)
      (fun v => by rw [(hd v).deriv]; linarith [(inv_sqrt_bounds v).2])
  have m' : Monotone
      (fun v : ℝ => -(v - v ^ 3 / 6 + 3 * v ^ 5 / 40 - Real.arsinh v) + 5 * v ^ 7 / 112) :=
    monotone_of_deriv_nonneg (fun v => (hd' v).differentiableAt)
      (fun v => by rw [(hd' v).deriv]; linarith [(inv_sqrt_bounds v).1])
  have key : ∀ w : ℝ, 0 ≤ w →
      |Real.arsinh w - (w - w ^ 3 / 6 + 3 * w ^ 5 / 40)| ≤ 5 * w ^ 7 / 112 := by
    intro w hw
    have h1 := m hw
    have h2 := m' hw
    simp only [Real.arsinh_zero] at h1 h2
    rw [abs_le]
    constructor <;> linarith [pow_nonneg hw 7]
  rcases le_total 0 u with hu | hu
  · rw [abs_of_nonneg hu]
    exact key u hu
  · have h := key (-u) (by linarith)
    have e : Real.arsinh (-u) - (-u - (-u) ^ 3 / 6 + 3 * (-u) ^ 5 / 40)
        = -(Real.arsinh u - (u - u ^ 3 / 6 + 3 * u ^ 5 / 40)) := by
      rw [Real.arsinh_neg]; ring
    rw [e, abs_neg] at h
    rwa [abs_of_nonpos hu]
```

**Q:** Show me the error that is supposed to be removed.

**A:** Set $u=x/P$. Then
$$P^2(y_P-x)+\tfrac{x^3}6=P^3\left(\mathrm{arsinh}\,u-u+\tfrac{u^3}6\right),$$
whose modulus is at most $\frac{3|x|^5}{40P^2}+\frac{5|x|^7}{112P^4}$. This tends to zero, so $P^2(y_P-x)\to-x^3/6$. In Lean, `squeeze_zero'` draws that conclusion.

```lean
/-- Without extrapolation the error is of second order: `P² (y_P - x)` tends to `-x³/6`. -/
theorem effectiveX_error (x : ℝ) :
    Tendsto (fun P : ℕ => (P : ℝ) ^ 2 * (effectiveX x P - x)) atTop (𝓝 (-x ^ 3 / 6)) := by
  have h0 : Tendsto (fun P : ℕ => 1 / (P : ℝ)) atTop (𝓝 0) := tendsto_one_div_atTop_nhds_zero_nat
  have h2 := h0.mul h0
  have lim := (h2.const_mul (3 * |x| ^ 5 / 40)).add ((h2.mul h2).const_mul (5 * |x| ^ 7 / 112))
  simp only [mul_zero, add_zero] at lim
  rw [tendsto_iff_norm_sub_tendsto_zero]
  refine squeeze_zero' (Eventually.of_forall fun P => norm_nonneg _) ?_ lim
  filter_upwards [eventually_gt_atTop 0] with P hP
  have p0 : (0 : ℝ) < P := Nat.cast_pos.2 hP
  obtain ⟨u, hu⟩ : ∃ u : ℝ, u = x / P := ⟨_, rfl⟩
  have hx : x = P * u := by rw [hu]; field_simp
  have E : (P : ℝ) ^ 2 * (effectiveX x P - x) - -x ^ 3 / 6
      = P ^ 3 * (Real.arsinh u - u + u ^ 3 / 6) := by
    rw [effectiveX, ← hu, hx]; ring
  have B : |Real.arsinh u - u + u ^ 3 / 6| ≤ 3 * |u| ^ 5 / 40 + 5 * |u| ^ 7 / 112 := by
    have h := abs_le.1 (arsinh_expansion u)
    have h5 := abs_le.1 (abs_pow u 5).le
    rw [abs_le]
    constructor <;> linarith [h.1, h.2, h5.1, h5.2]
  rw [Real.norm_eq_abs, E, abs_mul, abs_of_pos (pow_pos p0 3)]
  refine (mul_le_mul_of_nonneg_left B (pow_pos p0 3).le).trans_eq ?_
  rw [hu, abs_div, abs_of_pos p0]
  field_simp
```

**Q:** And after extrapolation? A limit alone tells me nothing about the $P$ I can afford.

**A:** There is a bound at every $P\ge1$. Set $v=x/(2P)$, so that $x/P=2v$. Then
$$P^4(R_P-x)+\tfrac{3x^5}{160}=P^5\left[\tfrac{8\,\mathrm{arsinh}\,v-\mathrm{arsinh}\,2v}3-2v+\tfrac{3v^5}5\right].$$
In the expansion of the fraction, the linear terms give $2v$, the cubic terms cancel because $8v^3=(2v)^3$, and the quintic terms give $\frac{3}{40}\cdot\frac{8-32}{3}v^5=-\frac{3v^5}5$. The bracket is therefore pure remainder, at most
$$\tfrac5{112}\cdot\tfrac{8+128}3|v|^7\le\tfrac{32}{15}|v|^7 .$$
Multiplying by $P^5$ gives $|x|^7/(60P^2)$. In the code, `E` is the rescaling and `B` the bound on the bracket. For $P\ge x>0$, the bound is smaller than the leading term $3x^5/160$.

```lean
/-- For every number `P ≥ 1` of beads, the scaled error `P⁴ (R_P - x)` of the extrapolated
variable `R_P` differs from `-3x⁵/160` by at most `|x|⁷/(60 P²)`. -/
theorem richardson_bound (x : ℝ) {P : ℕ} (hP : 0 < P) :
    |(P : ℝ) ^ 4 * (richardson x P - x) + 3 * x ^ 5 / 160| ≤ |x| ^ 7 / (60 * P ^ 2) := by
  have p0 : (0 : ℝ) < P := Nat.cast_pos.2 hP
  obtain ⟨v, hv⟩ : ∃ v : ℝ, v = x / (2 * P) := ⟨_, rfl⟩
  have hx : x = 2 * P * v := by rw [hv]; field_simp
  have e1 : x / ((2 * P : ℕ) : ℝ) = v := by rw [hv]; push_cast; rfl
  have e2 : x / P = 2 * v := by rw [hv]; field_simp
  have E : (P : ℝ) ^ 4 * (richardson x P - x) + 3 * x ^ 5 / 160
      = P ^ 5 * ((8 * Real.arsinh v - Real.arsinh (2 * v)) / 3 - 2 * v + 3 * v ^ 5 / 5) := by
    unfold richardson effectiveX
    rw [e1, e2]
    push_cast
    rw [hx]
    ring
  -- the cubic terms cancel between `P` and `2P` beads
  have B : |(8 * Real.arsinh v - Real.arsinh (2 * v)) / 3 - 2 * v + 3 * v ^ 5 / 5|
      ≤ 32 * |v| ^ 7 / 15 := by
    have h1 := abs_le.1 (arsinh_expansion v)
    have h2 := arsinh_expansion (2 * v)
    rw [abs_mul, abs_of_pos (two_pos : (0 : ℝ) < 2), abs_le] at h2
    rw [abs_le]
    constructor <;> linarith [h1.1, h1.2, h2.1, h2.2, pow_nonneg (abs_nonneg v) 7]
  have hax : |x| = 2 * P * |v| := by
    rw [hx, abs_mul, abs_of_pos (by positivity : (0 : ℝ) < 2 * P)]
  rw [E, abs_mul, abs_of_pos (pow_pos p0 5)]
  refine (mul_le_mul_of_nonneg_left B (pow_pos p0 5).le).trans_eq ?_
  rw [hax, eq_div_iff (by positivity)]
  ring
```

Letting $P$ grow gives the final theorem. In words: for every real $x$, the sequence $P^4(R_P-x)$, indexed by natural numbers $P$, converges to $-3x^5/160$. The physical case is $x>0$. The extrapolated error thus falls as $P^{-4}$, where the plain one falls as $P^{-2}$.

```lean
/-- Richardson extrapolation removes the second-order oscillator error:
`P⁴ ((4 y_(2P) - y_P)/3 - x)` tends to `-3x⁵/160` as the number of beads grows. -/
theorem richardson_error (x : ℝ) :
    Tendsto (fun P : ℕ => (P : ℝ) ^ 4 * (richardson x P - x)) atTop
      (𝓝 (-3 * x ^ 5 / 160)) := by
  have h0 : Tendsto (fun P : ℕ => 1 / (P : ℝ)) atTop (𝓝 0) := tendsto_one_div_atTop_nhds_zero_nat
  have lim := (h0.mul h0).const_mul (|x| ^ 7 / 60)
  simp only [mul_zero] at lim
  rw [tendsto_iff_norm_sub_tendsto_zero]
  refine squeeze_zero' (Eventually.of_forall fun P => norm_nonneg _) ?_ lim
  filter_upwards [eventually_gt_atTop 0] with P hP
  have e : (P : ℝ) ^ 4 * (richardson x P - x) - -3 * x ^ 5 / 160
      = (P : ℝ) ^ 4 * (richardson x P - x) + 3 * x ^ 5 / 160 := by ring
  rw [Real.norm_eq_abs, e]
  exact (richardson_bound x hP).trans_eq (by ring)

end

end RingPolymerRichardson
```

```lean
#print axioms RingPolymerRichardson.beadPartition_eq
#print axioms RingPolymerRichardson.effectiveX_error
#print axioms RingPolymerRichardson.richardson_error
```

```
'RingPolymerRichardson.beadPartition_eq' depends on axioms: [propext, Classical.choice, Quot.sound]
'RingPolymerRichardson.effectiveX_error' depends on axioms: [propext, Classical.choice, Quot.sound]
'RingPolymerRichardson.richardson_error' depends on axioms: [propext, Classical.choice, Quot.sound]
```

**Q:** My simulations extrapolate energies, for molecules. Does this apply?

**A:** Only as a benchmark. For a single harmonic oscillator, it tells you what combining runs at $P$ and $2P$ beads does to the effective frequency, without statistical noise. Anharmonic potentials need another argument, and an extrapolated energy has its own fourth-order coefficient.

**Q:** What if I have $P$ and $3P$ beads instead?

**A:** The same expansion handles it. For an integer $m\ge2$, the combination $(m^2y_{mP}-y_P)/(m^2-1)$ cancels the cubic term, and its error times $P^4$ tends to $-3x^5/(40m^2)$. For $m=3$ that is $-x^5/120$. This generalisation is a pencil calculation; the Lean theorem is the case $m=2$.
